# Isospectral regular graphs have isospectral bond subdivisions

Suppose that a bridging atom is inserted into every bond of a molecule or a finite lattice. In a tight-binding model with one orbital per atom, no overlap between orbitals, equal on-site energies and equal nearest-neighbour couplings, the levels are the eigenvalues of the adjacency matrix, up to a shift and a scale. If two different structures have the same levels before the insertion, do they still have the same levels afterwards? They do when every atom in each structure has the same number of neighbours.

Let $G$ be a simple graph with $n$ vertices, $m$ edges, adjacency matrix $A$ and characteristic polynomial $p(x)=\det(x-A)$. Let $s$ be the corresponding polynomial of the subdivided graph. If $G$ is $d$-regular, then
$$x^n s(x)=x^m p(x^2-d).$$

## Eliminating the inserted atoms

Let $B$ be the $n\times m$ incidence matrix, with $B_{ve}=1$ if atom $v$ is an end of bond $e$ and $0$ otherwise. Old atoms couple only to new ones, so the subdivided graph has adjacency matrix
$$S=\begin{pmatrix}0&B\\B^T&0\end{pmatrix}.$$
The entry $(BB^T)_{vw}$ counts the bonds containing both $v$ and $w$. It is the degree of $v$ if $v=w$, and $A_{vw}$ otherwise. Hence $BB^T=D+A$, with $D$ the diagonal matrix of degrees. Next,
$$(x-S)\begin{pmatrix}x&0\\B^T&1\end{pmatrix}=\begin{pmatrix}x^2-BB^T&-B\\0&x\end{pmatrix}.$$
Taking determinants gives $x^n s(x)=x^m\det(x^2-D-A)$ for every graph, with no division by $x$. For a $d$-regular graph $D=d\cdot 1$, and the determinant is $p(x^2-d)$. Each level $\lambda\neq-d$ of $G$ thus yields the pair $\pm\sqrt{d+\lambda}$.

## Comparing two graphs

Let two regular graphs share $p$. Its polynomial degree fixes $n$. If $n>0$, it also fixes $d$, as the largest real root: the uniform vector satisfies $A\mathbf 1=d\mathbf 1$, while for $t>d$ each row of $t-A$ has diagonal entry $t$ and off-diagonal absolute sum $d<t$, which makes the matrix invertible. Then $2m=nd$ fixes $m$, the right-hand sides agree, and cancelling $x^n$ gives equal $s$. If $n=0$, both subdivisions are empty.

Conversely, let two $d$-regular graphs share $s$. Its polynomial degree is $n+m=n(d+2)/2$, which fixes $n$ and then $m$. Cancelling $x^m$ shows that the two polynomials $p$ agree at $x^2-d$ for all $x$, hence at infinitely many points, so they are equal.

Regularity matters. The star with four leaves and the disjoint union of a 4-cycle and an isolated atom both have levels $2,0,0,0,-2$. After subdivision the largest level is $\sqrt5$ for the star and $2$ for the other graph.

## The graph and its matrices in Lean

The atoms form a finite type `V`, and those of a second graph a finite type `W`.

```lean
import Mathlib

open Matrix Polynomial

namespace IsospectralSubdivision

noncomputable section

variable {V W E : Type*} [Fintype V] [DecidableEq V] [Fintype W] [DecidableEq W]
  [Fintype E] [DecidableEq E]
```

The subdivided graph lives on `V ⊕ G.edgeSet`, old atoms on the left and new ones on the right. The relation is stated in one direction, and `fromRel` makes it symmetric.

```lean
/-- The graph obtained by inserting one new atom into every bond: an old atom and a new atom
are joined when the old atom is an end of the bond. -/
def subdivision (G : SimpleGraph V) : SimpleGraph (V ⊕ G.edgeSet) :=
  SimpleGraph.fromRel fun x y => match x, y with
    | .inl v, .inr e => v ∈ (e : Sym2 V)
    | _, _ => False

instance (G : SimpleGraph V) : DecidableRel (subdivision G).Adj := Classical.decRel _
```

Isospectrality is equality of the real polynomials `adjPoly`, which for these symmetric matrices means equal eigenvalues with multiplicity. New and old atoms have the same on-site energy, zero.

```lean
/-- The characteristic polynomial of the adjacency matrix. -/
def adjPoly (G : SimpleGraph V) [DecidableRel G.Adj] : ℝ[X] := (G.adjMatrix ℝ).charpoly

/-- The atom-bond incidence matrix. -/
def incidence (G : SimpleGraph V) : Matrix V G.edgeSet ℝ :=
  fun v e => if v ∈ (e : Sym2 V) then 1 else 0
```

The next lemma turns evaluation of a characteristic polynomial into a secular determinant.

```lean
/-- The characteristic polynomial at `t` is the secular determinant `det (t - M)`. -/
lemma eval_charpoly_smul (M : Matrix V V ℝ) (t : ℝ) :
    M.charpoly.eval t = (t • (1 : Matrix V V ℝ) - M).det := by
  rw [Matrix.eval_charpoly, Matrix.scalar_apply, Matrix.smul_one_eq_diagonal]
```

The block form of $S$ follows by checking the four kinds of atom pair.

```lean
omit [Fintype V] in
/-- The adjacency matrix of the subdivision couples old atoms only to new ones, through the
incidence matrix. -/
theorem subdivision_adjMatrix (G : SimpleGraph V) [DecidableRel G.Adj] :
    (subdivision G).adjMatrix ℝ = fromBlocks 0 (incidence G) (incidence G)ᵀ 0 := by
  have h1 : ∀ v w, ¬ (subdivision G).Adj (.inl v) (.inl w) := by
    intro v w
    simp [subdivision]
  have h2 : ∀ v e, (subdivision G).Adj (.inl v) (.inr e) ↔ v ∈ (e : Sym2 V) := by
    intro v e
    simp [subdivision]
  have h3 : ∀ e v, (subdivision G).Adj (.inr e) (.inl v) ↔ v ∈ (e : Sym2 V) := by
    intro e v
    simp [subdivision]
  have h4 : ∀ e f, ¬ (subdivision G).Adj (.inr e) (.inr f) := by
    intro e f
    simp [subdivision]
  ext (v | e) (w | f)
  · simp [SimpleGraph.adjMatrix_apply, h1]
  · by_cases h : v ∈ (f : Sym2 V) <;>
      simp [SimpleGraph.adjMatrix_apply, h2, incidence, h]
  · by_cases h : w ∈ (e : Sym2 V) <;>
      simp [SimpleGraph.adjMatrix_apply, h3, incidence, h]
  · simp [SimpleGraph.adjMatrix_apply, h4]
```

For $BB^T=D+A$, the proof uses Mathlib's `incMatrix`, whose columns run over all unordered pairs of atoms. `key` shows that the pairs which are not bonds add nothing.

```lean
/-- The incidence matrix times its transpose is the degree matrix plus the adjacency matrix. -/
theorem incidence_mul_transpose (G : SimpleGraph V) [DecidableRel G.Adj] :
    incidence G * (incidence G)ᵀ =
      diagonal (fun v => (G.degree v : ℝ)) + G.adjMatrix ℝ := by
  ext v w
  have h : (G.incMatrix ℝ * (G.incMatrix ℝ)ᵀ) v w =
      if v = w then (G.degree v : ℝ) else if G.Adj v w then 1 else 0 := by
    simp [SimpleGraph.incMatrix_mul_transpose]
  -- pairs of atoms that are not bonds contribute nothing
  have key : (incidence G * (incidence G)ᵀ) v w =
      (G.incMatrix ℝ * (G.incMatrix ℝ)ᵀ) v w := by
    simp only [Matrix.mul_apply, Matrix.transpose_apply]
    apply Fintype.sum_of_injective Subtype.val Subtype.val_injective
    · intro e he
      have he' : e ∉ G.edgeSet := by simpa using he
      simp [SimpleGraph.incMatrix_apply', SimpleGraph.incidenceSet, he']
    · intro e
      by_cases h1 : v ∈ (e : Sym2 V) <;> by_cases h2 : w ∈ (e : Sym2 V) <;>
        simp [incidence, SimpleGraph.incMatrix_apply', SimpleGraph.incidenceSet, h1, h2]
  rw [key, h]
  by_cases hvw : v = w
  · subst hvw
    simp
  · simp [hvw, SimpleGraph.adjMatrix_apply]
```

## The determinant identity

Here `B` is any real rectangular matrix, with rows indexed by `V` and columns by a second finite type `E`. `hprod` is the block product displayed above, and `linear_combination` rearranges its determinant.

```lean
/-- For a two-sublattice Hamiltonian with coupling `B` and zero diagonal blocks, the secular
determinant at `t`, times `t` to the size of the first sublattice, equals the secular determinant of
`B Bᵀ` at `t²`, times `t` to the size of the second. -/
theorem det_two_sublattice (B : Matrix V E ℝ) (t : ℝ) :
    t ^ Fintype.card V * (t • (1 : Matrix (V ⊕ E) (V ⊕ E) ℝ) - fromBlocks 0 B Bᵀ 0).det =
      t ^ Fintype.card E * (t ^ 2 • (1 : Matrix V V ℝ) - B * Bᵀ).det := by
  have h0 : t • (1 : Matrix (V ⊕ E) (V ⊕ E) ℝ) - fromBlocks 0 B Bᵀ 0 =
      fromBlocks (t • 1) (-B) (-Bᵀ) (t • 1) := by
    ext (i | i) (j | j) <;> simp [Matrix.one_apply]
  -- a block triangular factor eliminates the lower left block
  have hprod : (t • (1 : Matrix (V ⊕ E) (V ⊕ E) ℝ) - fromBlocks 0 B Bᵀ 0) *
      fromBlocks (t • 1) 0 Bᵀ 1 =
      fromBlocks (t ^ 2 • (1 : Matrix V V ℝ) - B * Bᵀ) (-B) 0 (t • 1) := by
    rw [h0, fromBlocks_multiply, Matrix.fromBlocks_inj]
    refine ⟨?_, ?_, ?_, ?_⟩ <;> simp [smul_smul, pow_two, sub_eq_add_neg]
  have h := congrArg Matrix.det hprod
  rw [det_mul, det_fromBlocks_zero₁₂, det_fromBlocks_zero₂₁] at h
  simp only [det_smul, det_one, mul_one] at h
  linear_combination h
```

`Polynomial.funext` reduces an identity of polynomials to its values at every real `t`, including zero.

```lean
/-- For any graph with `n` atoms and `m` bonds, the polynomial `s` of the subdivision satisfies `xⁿ
s(x) = xᵐ q(x²)`, with `q` the characteristic polynomial of the degree matrix plus the adjacency
matrix. -/
theorem subdivision_poly (G : SimpleGraph V) [DecidableRel G.Adj] :
    X ^ Fintype.card V * adjPoly (subdivision G) = X ^ Fintype.card G.edgeSet *
      (diagonal (fun v => (G.degree v : ℝ)) + G.adjMatrix ℝ).charpoly.comp (X ^ 2) := by
  rw [adjPoly, subdivision_adjMatrix, ← incidence_mul_transpose]
  apply Polynomial.funext
  intro t
  simp only [eval_mul, eval_pow, eval_X, eval_comp, eval_charpoly_smul]
  exact det_two_sublattice (incidence G) t
```

With constant degree, `module` checks that $t^2-(d+A)=(t^2-d)-A$.

```lean
/-- For a `d`-regular graph with `n` atoms, `m` bonds and polynomial `p`, the polynomial `s` of
the subdivision satisfies `xⁿ s(x) = xᵐ p(x² - d)`. -/
theorem subdivision_poly_regular (G : SimpleGraph V) [DecidableRel G.Adj] {d : ℕ}
    (hd : G.IsRegularOfDegree d) :
    X ^ Fintype.card V * adjPoly (subdivision G) =
      X ^ Fintype.card G.edgeSet * (adjPoly G).comp (X ^ 2 - C (d : ℝ)) := by
  rw [subdivision_poly]
  congr 1
  have hdeg : (fun v => (G.degree v : ℝ)) = fun _ => (d : ℝ) :=
    funext fun v => by rw [hd.degree_eq v]
  rw [hdeg, ← Matrix.smul_one_eq_diagonal, adjPoly]
  apply Polynomial.funext
  intro t
  simp only [eval_sub, eval_pow, eval_X, eval_C, eval_comp, eval_charpoly_smul]
  congr 1
  module
```

## From the identity to isospectrality

Counting bond ends gives $2m=nd$.

```lean
omit [DecidableEq V] in
/-- In a `d`-regular graph, twice the number of bonds is `d` times the number of atoms. -/
lemma two_mul_card_edges (G : SimpleGraph V) [DecidableRel G.Adj] {d : ℕ}
    (hd : G.IsRegularOfDegree d) : 2 * Fintype.card G.edgeSet = Fintype.card V * d := by
  have h := G.sum_degrees_eq_twice_card_edges
  simp only [hd.degree_eq, Finset.sum_const, Finset.card_univ, smul_eq_mul,
    SimpleGraph.edgeFinset_card] at h
  exact h.symm
```

The equivalence assumes a common degree `d`. Both directions compare polynomial degrees and cancel a power of `X`. In the converse, `comp_eq_zero_iff` leaves two cases: the difference of the polynomials vanishes, or $x^2-d$ is constant, which its values at 0 and 1 refute.

```lean
/-- Two `d`-regular graphs are isospectral exactly when their subdivisions are. -/
theorem isospectral_iff_subdivision (G : SimpleGraph V) (H : SimpleGraph W)
    [DecidableRel G.Adj] [DecidableRel H.Adj] {d : ℕ}
    (hG : G.IsRegularOfDegree d) (hH : H.IsRegularOfDegree d) :
    adjPoly G = adjPoly H ↔ adjPoly (subdivision G) = adjPoly (subdivision H) := by
  have eG := subdivision_poly_regular G hG
  have eH := subdivision_poly_regular H hH
  have mG := two_mul_card_edges G hG
  have mH := two_mul_card_edges H hH
  constructor <;> intro h
  · have hn : Fintype.card V = Fintype.card W := by
      simpa [adjPoly, Matrix.charpoly_natDegree_eq_dim] using congrArg natDegree h
    have hm : Fintype.card G.edgeSet = Fintype.card H.edgeSet := by
      rw [hn] at mG
      linarith
    rw [hn, hm, h, ← eH] at eG
    exact mul_left_cancel₀ (pow_ne_zero _ X_ne_zero) eG
  · have hs := congrArg natDegree h
    simp only [adjPoly, Matrix.charpoly_natDegree_eq_dim, Fintype.card_sum] at hs
    have hn : Fintype.card V = Fintype.card W :=
      Nat.eq_of_mul_eq_mul_right (show 0 < d + 2 by omega) (by linarith)
    have hm : Fintype.card G.edgeSet = Fintype.card H.edgeSet := by omega
    rw [hn, hm, h] at eG
    have hc := mul_left_cancel₀ (pow_ne_zero _ X_ne_zero) (eG.symm.trans eH)
    -- composition with the nonconstant polynomial x² - d loses no information
    have hz : (adjPoly G - adjPoly H).comp (X ^ 2 - C (d : ℝ)) = 0 := by
      rw [sub_comp, hc, sub_self]
    rcases Polynomial.comp_eq_zero_iff.mp hz with h0 | ⟨_, hq⟩
    · exact sub_eq_zero.mp h0
    · have h0 := congrArg (Polynomial.eval 0) hq
      have h1 := congrArg (Polynomial.eval 1) hq
      simp only [eval_sub, eval_pow, eval_X, eval_C] at h0 h1
      linarith
```

The next three results identify the degree as the largest real root: the row sums, the uniform eigenvector, and diagonal dominance.

```lean
omit [DecidableEq V] in
/-- Every row of the adjacency matrix of a `d`-regular graph sums to `d`. -/
lemma row_sum (G : SimpleGraph V) [DecidableRel G.Adj] {d : ℕ}
    (hd : G.IsRegularOfDegree d) (v : V) : ∑ w, G.adjMatrix ℝ v w = d := by
  have h : (G.adjMatrix ℝ *ᵥ fun _ => (1 : ℝ)) v = d := by
    simp [SimpleGraph.adjMatrix_mulVec_apply, hd.degree_eq v]
  simpa only [Matrix.mulVec, dotProduct, mul_one] using h

/-- The degree of a nonempty regular graph is a root of its adjacency polynomial. -/
theorem eval_degree (G : SimpleGraph V) [DecidableRel G.Adj] [Nonempty V] {d : ℕ}
    (hd : G.IsRegularOfDegree d) : (adjPoly G).eval (d : ℝ) = 0 := by
  rw [adjPoly, eval_charpoly_smul]
  -- the uniform vector is annihilated
  refine Matrix.exists_mulVec_eq_zero_iff.mp ⟨fun _ => 1, ?_, ?_⟩
  · intro h
    exact one_ne_zero (congrFun h (Classical.arbitrary V))
  · ext v
    simp only [Matrix.mulVec, dotProduct, mul_one, Matrix.sub_apply, Matrix.smul_apply,
      Finset.sum_sub_distrib, row_sum G hd]
    simp [Matrix.one_apply]

/-- The adjacency polynomial of a `d`-regular graph has no real root above `d`. -/
theorem eval_ne_zero_of_degree_lt (G : SimpleGraph V) [DecidableRel G.Adj] {d : ℕ}
    (hd : G.IsRegularOfDegree d) {t : ℝ} (ht : (d : ℝ) < t) : (adjPoly G).eval t ≠ 0 := by
  rw [adjPoly, eval_charpoly_smul]
  have hpos : ∀ v w, 0 ≤ G.adjMatrix ℝ v w := fun v w => by
    rw [SimpleGraph.adjMatrix_apply]
    split_ifs <;> norm_num
  -- the secular matrix is strictly diagonally dominant
  apply det_ne_zero_of_sum_row_lt_diag
  intro v
  have hdiag : ‖(t • (1 : Matrix V V ℝ) - G.adjMatrix ℝ) v v‖ = t := by
    have h0 : 0 ≤ t := (Nat.cast_nonneg d).trans ht.le
    simp [abs_of_nonneg h0]
  rw [hdiag]
  refine lt_of_le_of_lt ?_ ht
  rw [← row_sum G hd v]
  calc ∑ w ∈ Finset.univ.erase v, ‖(t • (1 : Matrix V V ℝ) - G.adjMatrix ℝ) v w‖
      = ∑ w ∈ Finset.univ.erase v, G.adjMatrix ℝ v w := by
        refine Finset.sum_congr rfl fun w hw => ?_
        have hne : v ≠ w := (Finset.ne_of_mem_erase hw).symm
        rw [Matrix.sub_apply, Matrix.smul_apply, Matrix.one_apply_ne hne, smul_zero, zero_sub,
          norm_neg, Real.norm_of_nonneg (hpos v w)]
    _ ≤ ∑ w, G.adjMatrix ℝ v w :=
        Finset.sum_le_sum_of_subset_of_nonneg (Finset.erase_subset _ _) fun w _ _ => hpos v w
```

The final theorem allows degrees `d` and `k` that are not assumed equal. It proves that `H` has degree `d` at each atom `w`; that atom supplies the nonemptiness needed for the root argument, so empty graphs require no separate case. Neither graph has to be connected.

```lean
/-- Isospectral regular graphs have isospectral subdivisions. -/
theorem isospectral_subdivisions (G : SimpleGraph V) (H : SimpleGraph W)
    [DecidableRel G.Adj] [DecidableRel H.Adj] {d k : ℕ}
    (hG : G.IsRegularOfDegree d) (hH : H.IsRegularOfDegree k) (h : adjPoly G = adjPoly H) :
    adjPoly (subdivision G) = adjPoly (subdivision H) := by
  have hn : Fintype.card V = Fintype.card W := by
    simpa [adjPoly, Matrix.charpoly_natDegree_eq_dim] using congrArg natDegree h
  have hH' : H.IsRegularOfDegree d := by
    intro w
    have : Nonempty W := ⟨w⟩
    have : Nonempty V := Fintype.card_pos_iff.mp (hn ▸ Fintype.card_pos)
    -- each degree is the largest real root of the common polynomial
    have hdk : d = k := by
      rcases lt_trichotomy d k with hlt | heq | hlt
      · exact absurd (h ▸ eval_degree H hH)
          (eval_ne_zero_of_degree_lt G hG (Nat.cast_lt.mpr hlt))
      · exact heq
      · exact absurd (h ▸ eval_degree G hG)
          (eval_ne_zero_of_degree_lt H hH (Nat.cast_lt.mpr hlt))
    rw [hdk]
    exact hH.degree_eq w
  exact (isospectral_iff_subdivision G H hG hH').mp h

end

end IsospectralSubdivision
```

```lean
#print axioms IsospectralSubdivision.isospectral_subdivisions
```

```
'IsospectralSubdivision.isospectral_subdivisions' depends on axioms: [propext, Classical.choice, Quot.sound]
```
